# At real energy, the Bloch factors of a finite-range Hermitian lattice are mirrored in the unit circle

Take a system that repeats along one direction, with cells numbered by $m\in\mathbb Z$ and finitely many orbitals or grid points in each cell. The complex square matrix $H_j$ couples cell $m$ to cell $m+j$, for $|j|\le N$, and Hermiticity means $H_{-j}=H_j^\dagger$. For an energy $E$ and a nonzero complex number $z$, the Bloch factor, set

$$P(z)=\sum_{|j|\le N} z^j H_j-E\,\mathbb 1 .$$

A wave that is multiplied by $z$ from each cell to the next should exist exactly when $\det P(z)=0$. I know the claim that for real $E$ these roots are mirrored in the unit circle: if $z$ is a root, so is $1/\bar z$. I also know that high-order finite differences bring in extra roots. For the stencil $(-1,16,-30,16,-1)$ at $E=0$ I find $z=1$ and the two artefacts $7\pm4\sqrt3$.

Can both statements be proved with every hypothesis in view, and checked by machine? I would also like to see what goes wrong without Hermiticity, or at complex energy.

## Taking the adjoint reverses the hopping

Yes, both hold. First, the link between the determinant and waves. The lattice Schrödinger equation is

$$\sum_{|j|\le N}H_j\psi_{m+j}=E\psi_m\qquad\text{for every } m .$$

Insert $\psi_m=z^m v$, with $v$ a fixed vector of amplitudes within a cell. The left side minus the right side is

$$\sum_{|j|\le N} z^{m+j}H_jv-Ez^mv=z^mP(z)v .$$

Since $z^m\neq0$, the equation holds in all cells if and only if $P(z)v=0$. A nonzero $v$ of this kind exists exactly when $\det P(z)=0$.

For the mirror, write $P_E(z)$ to show the energy, and take the adjoint term by term:

$$P_E(z)^\dagger=\sum_{|j|\le N}\bar z^{\,j}H_j^\dagger-\bar E\,\mathbb 1=\sum_{|j|\le N}\bar z^{\,j}H_{-j}-\bar E\,\mathbb 1 .$$

The range of summation is symmetric, so $j$ may be renamed $-j$:

$$P_E(z)^\dagger=\sum_{|j|\le N}(1/\bar z)^{j}H_j-\bar E\,\mathbb 1=P_{\bar E}(1/\bar z).$$

If $E$ is real, then $P(1/\bar z)=P(z)^\dagger$, and therefore $\det P(1/\bar z)=\overline{\det P(z)}$. One side vanishes exactly when the other does. The two matrices also have equal rank, because a matrix and its adjoint do.

With $z=e^{ika}$, where $a$ is the cell length, the mirror takes the complex wave number $k$ to $\bar k$. A wave that decays to the right is thus matched by one that grows to the right at the same rate. If $|z|=1$, the mirror image of $z$ is $z$ itself. Off the unit circle, the mirrored wave generally has a different cell vector $w$, which solves $P(z)^\dagger w=0$.

## The three roots of the fourth-order stencil

For the stencil the blocks are numbers, and at $E=0$

$$\det P(z)=-z^{-2}+16z^{-1}-30+16z-z^2 .$$

Put $c=z+z^{-1}$, so that $z^2+z^{-2}=c^2-2$. Then

$$\det P(z)=-(c^2-16c+28)=-(c-2)(c-14).$$

Multiplying by $z^2$ turns $c-2$ into $(z-1)^2$ and $c-14$ into $z^2-14z+1$:

$$z^2\det P(z)=-(z-1)^2(z^2-14z+1).$$

The quadratic gives $z=7\pm\sqrt{48}=7\pm4\sqrt3$, about $13.93$ and $0.072$. Their product is $49-48=1$, so they are each other's mirror images.

Divided by $12h^2$, with $h$ the grid spacing, the stencil approximates the second derivative. At $E=0$ with no potential, the continuum equation is $\psi''=0$, whose solutions are constant or linear. The root $z=1$ gives the constant. The other two roots give waves that change by a factor of about $14$ per grid point however fine the grid is, which is why they count as artefacts.

## What the Lean statements say

The type `n` labels the orbitals or grid points in one cell and is finite. The blocks are a function `H : ℤ → Matrix n n ℂ`, of which only those with $|j|\le N$ are used. `HermitianHopping H N` is the condition $H_{-j}=H_j^\dagger$ in that range; for $j=0$ it says that $H_0$ is Hermitian. It stands for a Hamiltonian without gain or loss, so a complex absorbing potential violates it.

`blochMatrix H N E z` is $P_E(z)$. The factor `z` has type `ℂˣ`, the nonzero complex numbers, so negative powers have their ordinary meaning. The expression `(star z)⁻¹` is $1/\bar z$. `SolvesLattice` is the Schrödinger equation on all of $\mathbb Z$, with no boundary condition at either end.

The theorems then read as follows.

- `bloch_wave_iff`: the wave $z^mv$ solves the lattice equation if and only if $P(z)v=0$. Here $E$ may be complex and no Hermiticity is needed.
- `blochMatrix_mirror`: for Hermitian hopping and complex $E$, $P_{\bar E}(1/\bar z)=P_E(z)^\dagger$.
- `rank_mirror` and `det_mirror`: for Hermitian hopping and real $E$, the matrices at $z$ and $1/\bar z$ have equal rank, and one is singular exactly when the other is.
- `exists_mirror_wave`: under the same hypotheses, a nonzero wave with factor $z$ implies a nonzero wave with factor $1/\bar z$ at the same energy.
- `stencil_witness`, `stencil_factor` and `stencil_roots`: the stencil is a Hermitian hopping of range two, its determinant at $E=0$ factorises as above, and its roots are exactly the three numbers.

The energy multiplies the identity matrix, so the basis is taken to be orthonormal; an overlap matrix is not included. Equal rank means equally many independent waves of the form $z^mv$, but the multiplicities of $z$ and $1/\bar z$ as roots of the determinant are not compared. Nor is the number of roots bounded: for $N=0$, $P$ does not depend on $z$, and either every $z$ is a root or none is.

For non-interacting electrons in a periodic lead with finite-range coupling, the mirror gives a simple test of a computed complex band structure at real energy: if the solver is meant to return all nonzero factors, one whose partner is missing points to an error in the blocks or in the root solver.

## Two small counter-examples

Without Hermiticity, take one orbital per cell, $N=1$, $H_1=1$, $H_0=-2$, $H_{-1}=0$ and $E=0$. Then $P(z)=z-2$. The root $z=2$ has the mirror image $1/2$, where $P(1/2)=-3/2\neq0$.

At complex energy, take the Hermitian chain $H_{\pm1}=1$, $H_0=0$, with $E=3i/2$. Then $P(z)=z+z^{-1}-3i/2$, which vanishes at $z=2i$. The mirror image is $i/2$, and $P(i/2)=i/2-2i-3i/2=-3i\neq0$. It is a root at the conjugate energy $-3i/2$, as the general adjoint identity requires. This matters for Green's functions evaluated at $E+i\eta$ with $\eta>0$, where the pairing connects two different energies.

## The complete file

```lean
import Mathlib

open Matrix
open scoped ComplexOrder

namespace ComplexBandMirror

noncomputable section

variable {n : Type*} [Fintype n] [DecidableEq n]

/-- The blocks `H j`, coupling a cell to the cell `j` places further on, belong to a Hermitian
Hamiltonian of range `N`: `H (-j)` is the adjoint of `H j` whenever `|j| ≤ N`. -/
def HermitianHopping {n : Type*} (H : ℤ → Matrix n n ℂ) (N : ℕ) : Prop :=
  ∀ j ∈ Finset.Icc (-(N : ℤ)) (N : ℤ), H (-j) = (H j)ᴴ

/-- The matrix `P(z) = ∑ H_j z^j - E`, summed over `|j| ≤ N`, for a nonzero complex
Bloch factor `z` and an energy `E`. -/
def blochMatrix (H : ℤ → Matrix n n ℂ) (N : ℕ) (E : ℂ) (z : ℂˣ) : Matrix n n ℂ :=
  (∑ j ∈ Finset.Icc (-(N : ℤ)) (N : ℤ), (z : ℂ) ^ j • H j) - E • (1 : Matrix n n ℂ)

/-- The lattice Schrödinger equation `∑ H_j ψ_(m+j) = E ψ_m` in every cell `m`. -/
def SolvesLattice {n : Type*} [Fintype n] (H : ℤ → Matrix n n ℂ) (N : ℕ) (E : ℂ)
    (ψ : ℤ → n → ℂ) : Prop :=
  ∀ m : ℤ, ∑ j ∈ Finset.Icc (-(N : ℤ)) (N : ℤ), H j *ᵥ ψ (m + j) = E • ψ m

/-- The wave `z^m v` solves the lattice Schrödinger equation exactly when `P(z) v = 0`. -/
theorem bloch_wave_iff (H : ℤ → Matrix n n ℂ) (N : ℕ) (E : ℂ) (z : ℂˣ) (v : n → ℂ) :
    SolvesLattice H N E (fun m => (z : ℂ) ^ m • v) ↔ blochMatrix H N E z *ᵥ v = 0 := by
  have hs : ∀ s : Finset ℤ, (∑ j ∈ s, (z : ℂ) ^ j • H j) *ᵥ v
      = ∑ j ∈ s, (z : ℂ) ^ j • (H j *ᵥ v) := by
    intro s
    induction s using Finset.induction_on with
    | empty => simp
    | insert a s ha ih =>
      rw [Finset.sum_insert ha, Finset.sum_insert ha, Matrix.add_mulVec, ih, Matrix.smul_mulVec]
  -- the residual in cell `m` is the residual in cell `0` times `z^m`
  have key : ∀ m : ℤ, (∑ j ∈ Finset.Icc (-(N : ℤ)) (N : ℤ), H j *ᵥ ((z : ℂ) ^ (m + j) • v))
      - E • ((z : ℂ) ^ m • v) = (z : ℂ) ^ m • (blochMatrix H N E z *ᵥ v) := by
    intro m
    have hsum : ∑ j ∈ Finset.Icc (-(N : ℤ)) (N : ℤ), H j *ᵥ ((z : ℂ) ^ (m + j) • v)
        = ∑ j ∈ Finset.Icc (-(N : ℤ)) (N : ℤ), (z : ℂ) ^ m • (z : ℂ) ^ j • (H j *ᵥ v) := by
      refine Finset.sum_congr rfl ?_
      intro j _
      rw [Matrix.mulVec_smul, zpow_add₀ z.ne_zero, mul_smul]
    unfold blochMatrix
    rw [hsum, Matrix.sub_mulVec, hs, Matrix.smul_mulVec, Matrix.one_mulVec, smul_sub,
      Finset.smul_sum, smul_comm E ((z : ℂ) ^ m) v]
  constructor
  · intro h
    have h0 : (z : ℂ) ^ (0 : ℤ) • (blochMatrix H N E z *ᵥ v) = 0 :=
      (key 0).symm.trans (sub_eq_zero.2 (h 0))
    rwa [zpow_zero, one_smul] at h0
  · intro h m
    exact sub_eq_zero.1 ((key m).trans (by rw [h, smul_zero]))

omit [Fintype n] in
/-- For Hermitian hopping, `P` at the Bloch factor `1 / conj z` and energy `conj E` is the
adjoint of `P` at `z` and `E`. -/
theorem blochMatrix_mirror {H : ℤ → Matrix n n ℂ} {N : ℕ} (hH : HermitianHopping H N)
    (E : ℂ) (z : ℂˣ) :
    blochMatrix H N (star E) (star z)⁻¹ = (blochMatrix H N E z)ᴴ := by
  -- reverse the direction of hopping, `j → -j`
  have hsum : ∑ j ∈ Finset.Icc (-(N : ℤ)) (N : ℤ), (((star z)⁻¹ : ℂˣ) : ℂ) ^ j • H j
      = ∑ j ∈ Finset.Icc (-(N : ℤ)) (N : ℤ), ((z : ℂ) ^ j • H j)ᴴ := by
    refine Finset.sum_nbij' (fun j => -j) (fun j => -j) ?_ ?_ ?_ ?_ ?_
    · intro j hj
      simp only [Finset.mem_Icc] at hj ⊢
      omega
    · intro j hj
      simp only [Finset.mem_Icc] at hj ⊢
      omega
    · intro j _
      exact neg_neg j
    · intro j _
      exact neg_neg j
    · intro j hj
      have hz : (((star z)⁻¹ : ℂˣ) : ℂ) ^ j = star ((z : ℂ) ^ (-j)) := by
        rw [Units.val_inv_eq_inv_val, Units.coe_star, _root_.inv_zpow', star_zpow₀]
      rw [conjTranspose_smul, hH j hj, conjTranspose_conjTranspose, hz]
  unfold blochMatrix
  rw [conjTranspose_sub, conjTranspose_sum, conjTranspose_smul, conjTranspose_one, hsum]

/-- For Hermitian hopping and real energy, `P(1 / conj z)` and `P(z)` have the same rank. -/
theorem rank_mirror {H : ℤ → Matrix n n ℂ} {N : ℕ} (hH : HermitianHopping H N)
    (E : ℝ) (z : ℂˣ) :
    (blochMatrix H N E (star z)⁻¹).rank = (blochMatrix H N E z).rank := by
  have h := blochMatrix_mirror hH (E : ℂ) z
  rw [← starRingEnd_apply (E : ℂ), Complex.conj_ofReal] at h
  rw [h, Matrix.rank_conjTranspose]

/-- For Hermitian hopping and real energy, `1 / conj z` is a root of `det P` exactly when
`z` is one. -/
theorem det_mirror {H : ℤ → Matrix n n ℂ} {N : ℕ} (hH : HermitianHopping H N)
    (E : ℝ) (z : ℂˣ) :
    (blochMatrix H N E (star z)⁻¹).det = 0 ↔ (blochMatrix H N E z).det = 0 := by
  have h := blochMatrix_mirror hH (E : ℂ) z
  rw [← starRingEnd_apply (E : ℂ), Complex.conj_ofReal] at h
  rw [h, det_conjTranspose, star_eq_zero]

/-- For Hermitian hopping and real energy, if some nonzero wave changes by the factor `z` from
cell to cell, then some nonzero wave of the same energy changes by the factor `1 / conj z`. -/
theorem exists_mirror_wave {H : ℤ → Matrix n n ℂ} {N : ℕ} (hH : HermitianHopping H N)
    (E : ℝ) (z : ℂˣ)
    (h : ∃ v : n → ℂ, v ≠ 0 ∧ SolvesLattice H N E (fun m => (z : ℂ) ^ m • v)) :
    ∃ w : n → ℂ, w ≠ 0 ∧
      SolvesLattice H N E (fun m => (((star z)⁻¹ : ℂˣ) : ℂ) ^ m • w) := by
  obtain ⟨v, hv, hsol⟩ := h
  have hd : (blochMatrix H N E z).det = 0 :=
    Matrix.exists_mulVec_eq_zero_iff.1 ⟨v, hv, (bloch_wave_iff H N E z v).1 hsol⟩
  obtain ⟨w, hw, hw0⟩ := Matrix.exists_mulVec_eq_zero_iff.2 ((det_mirror hH E z).2 hd)
  exact ⟨w, hw, (bloch_wave_iff H N E _ w).2 hw0⟩

/-- The fourth-order second-derivative stencil `(-1, 16, -30, 16, -1)`, as one-by-one blocks. -/
def stencil (j : ℤ) : Matrix (Fin 1) (Fin 1) ℂ :=
  !![if j = 0 then -30 else if j = 1 ∨ j = -1 then 16 else if j = 2 ∨ j = -2 then -1 else 0]

/-- The fourth-order stencil is a Hermitian hopping of range two. -/
theorem stencil_witness : HermitianHopping stencil 2 := by
  intro j hj
  simp only [Finset.mem_Icc] at hj
  have h : j = -2 ∨ j = -1 ∨ j = 0 ∨ j = 1 ∨ j = 2 := by omega
  rcases h with rfl | rfl | rfl | rfl | rfl <;>
    (ext a b; fin_cases a; fin_cases b; simp [stencil])

/-- At zero energy the stencil has `z² det P(z) = -(z - 1)² (z² - 14 z + 1)`. -/
theorem stencil_factor (z : ℂˣ) :
    (z : ℂ) ^ 2 * (blochMatrix stencil 2 0 z).det
      = -(((z : ℂ) - 1) ^ 2 * ((z : ℂ) ^ 2 - 14 * z + 1)) := by
  have hz : (z : ℂ) ≠ 0 := z.ne_zero
  have hI : Finset.Icc (-((2 : ℕ) : ℤ)) ((2 : ℕ) : ℤ) = {-2, -1, 0, 1, 2} := by
    ext j
    simp only [Finset.mem_Icc, Finset.mem_insert, Finset.mem_singleton]
    omega
  -- the five stencil weights and the corresponding powers
  have c1 : stencil (-2) 0 0 = -1 := by simp [stencil]
  have c2 : stencil (-1) 0 0 = 16 := by simp [stencil]
  have c3 : stencil 0 0 0 = -30 := by simp [stencil]
  have c4 : stencil 1 0 0 = 16 := by simp [stencil]
  have c5 : stencil 2 0 0 = -1 := by simp [stencil]
  have p1 : (z : ℂ) ^ (-2 : ℤ) = ((z : ℂ) ^ 2)⁻¹ := by
    rw [_root_.zpow_neg, _root_.zpow_ofNat]
  have p2 : (z : ℂ) ^ (2 : ℤ) = (z : ℂ) ^ 2 := by rw [zpow_ofNat]
  have hd : (blochMatrix stencil 2 0 z).det
      = -((z : ℂ) ^ 2)⁻¹ + 16 * (z : ℂ)⁻¹ - 30 + 16 * z - (z : ℂ) ^ 2 := by
    unfold blochMatrix
    rw [hI, Matrix.det_fin_one, zero_smul, sub_zero, Matrix.sum_apply]
    simp only [Matrix.smul_apply, smul_eq_mul]
    rw [Finset.sum_insert (by norm_num), Finset.sum_insert (by norm_num),
      Finset.sum_insert (by norm_num), Finset.sum_insert (by norm_num), Finset.sum_singleton,
      c1, c2, c3, c4, c5, p1, p2, _root_.zpow_neg_one, _root_.zpow_zero, _root_.zpow_one]
    ring
  rw [hd]
  field_simp
  ring

/-- At zero energy the roots of the stencil are exactly `1`, `7 + 4√3` and `7 - 4√3`. -/
theorem stencil_roots (z : ℂˣ) :
    (blochMatrix stencil 2 0 z).det = 0 ↔
      (z : ℂ) = 1 ∨ (z : ℂ) = 7 + 4 * (Real.sqrt 3 : ℂ) ∨
        (z : ℂ) = 7 - 4 * (Real.sqrt 3 : ℂ) := by
  have hs : (Real.sqrt 3 : ℂ) ^ 2 = 3 := by
    rw [← Complex.ofReal_pow, Real.sq_sqrt (by norm_num)]
    norm_num
  -- split the quadratic factor over the two artefact roots
  have hf : (z : ℂ) ^ 2 * (blochMatrix stencil 2 0 z).det
      = -(((z : ℂ) - 1) ^ 2 * (((z : ℂ) - (7 + 4 * (Real.sqrt 3 : ℂ))) *
          ((z : ℂ) - (7 - 4 * (Real.sqrt 3 : ℂ))))) := by
    rw [stencil_factor]
    linear_combination (-16 * ((z : ℂ) - 1) ^ 2) * hs
  constructor
  · intro h
    rw [h, mul_zero] at hf
    have h' := hf.symm
    simp only [neg_eq_zero, mul_eq_zero, pow_eq_zero_iff two_ne_zero, sub_eq_zero] at h'
    exact h'
  · intro h
    refine (mul_eq_zero.1 ?_).resolve_left (pow_ne_zero 2 z.ne_zero)
    rw [hf]
    rcases h with h | h | h <;> rw [h] <;> ring

end

end ComplexBandMirror
```

```lean
#print axioms ComplexBandMirror.rank_mirror
#print axioms ComplexBandMirror.exists_mirror_wave
#print axioms ComplexBandMirror.stencil_roots
```

```
'ComplexBandMirror.rank_mirror' depends on axioms: [propext, Classical.choice, Quot.sound]
'ComplexBandMirror.exists_mirror_wave' depends on axioms: [propext, Classical.choice, Quot.sound]
'ComplexBandMirror.stencil_roots' depends on axioms: [propext, Classical.choice, Quot.sound]
```

## From the adjoint identity to the theorems

In `bloch_wave_iff`, the auxiliary statement `hs` lets the sum of matrices act on $v$ term by term. The statement `key` is the identity from the derivation: the residual in cell $m$ equals $z^mP(z)v$. For the forward direction the proof reads it at $m=0$, where the prefactor is one. For the converse, $P(z)v=0$ makes the residual vanish in every cell.

The central step is `hsum` in `blochMatrix_mirror`. The lemma `Finset.sum_nbij'` carries out the change of index $j\to-j$, and its first four goals confirm that this map sends the range to itself and is its own inverse. The last goal compares single terms: `hz` states $(1/\bar z)^j=\overline{z^{-j}}$, and the hypothesis `hH j hj` replaces $H_{-j}$ by $H_j^\dagger$, whose adjoint is $H_j$ again. Taking the adjoint of the energy term completes the identity.

Both `rank_mirror` and `det_mirror` start from this identity and use `Complex.conj_ofReal` to replace $\bar E$ by $E$; this is where real energy enters. They finish with the facts that the adjoint preserves rank and conjugates the determinant.

The proof of `exists_mirror_wave` goes from a wave to a null vector, from there to a vanishing determinant, across the mirror, and back to a wave. Mathlib's `Matrix.exists_mulVec_eq_zero_iff` supplies the equivalence between a nonzero null vector and a zero determinant, and `bloch_wave_iff` translates at both ends.

For the stencil, `stencil_witness` checks the five values of $j$ one by one. In `stencil_factor`, the statement `hd` writes out the determinant as the five-term expression above; `field_simp` then clears the negative powers and `ring` verifies the factorisation, without the substitution $c=z+z^{-1}$.

Finally, `stencil_roots` splits the quadratic into two linear factors, using $(\sqrt3)^2=3$ through `linear_combination`. If the determinant is zero, the product of factors is zero, so one of them vanishes and $z$ is one of the three numbers. Conversely, each of the three makes $z^2\det P(z)$ vanish, and since $z^2\neq0$ the determinant itself is zero.
